# A uniformly rotating two-band Wilson loop of even winding can be unwound once a trivial band is added

When the hybrid Wannier centres of two bands wind, one can repeat the Wilson loop calculation with a further band in the set and see whether the winding survives. For real loop matrices that rotate uniformly with even winding, the file below gives an explicit three-band path to the identity and shows that no path through real two-band loops exists unless the winding is zero.

In Lean 4 with Mathlib:

```lean
import Mathlib

open Real Set Matrix

namespace FragileEulerWinding

noncomputable section

/-- A real square matrix is a rotation if it is orthogonal and has determinant one. -/
def IsRotation {d : ℕ} (A : Matrix (Fin d) (Fin d) ℝ) : Prop :=
  Aᵀ * A = 1 ∧ A.det = 1

/-- The rotation of two real bands into each other by the angle `θ`. -/
def rot (θ : ℝ) : Matrix (Fin 2) (Fin 2) ℝ :=
  !![cos θ, -sin θ; sin θ, cos θ]

/-- A two-band Wilson loop matrix enlarged by a third, decoupled band with trivial holonomy. -/
def addTrivialBand (W : Matrix (Fin 2) (Fin 2) ℝ) : Matrix (Fin 3) (Fin 3) ℝ :=
  !![W 0 0, W 0 1, 0; W 1 0, W 1 1, 0; 0, 0, 1]

/-- The rotation about the z axis: the first two bands rotate, the third is a spectator. -/
def Rz (θ : ℝ) : Matrix (Fin 3) (Fin 3) ℝ := addTrivialBand (rot θ)

/-- The rotation about the x axis, which mixes the second band with the added one. -/
def Rx (θ : ℝ) : Matrix (Fin 3) (Fin 3) ℝ :=
  !![1, 0, 0; 0, cos θ, -sin θ; 0, sin θ, cos θ]

/-- The three-band deformation, with deformation parameter `s` and transverse momentum `t`. -/
def unwinding (n : ℤ) (s t : ℝ) : Matrix (Fin 3) (Fin 3) ℝ :=
  Rz (n * t) * Rx (π * s) * Rz (n * t) * Rx (-(π * s))

/-- On `[0, 2π]` the two-band loop `W` is a rotation by a continuous angle that grows by
`2π m` in total. -/
def HasWinding (W : ℝ → Matrix (Fin 2) (Fin 2) ℝ) (m : ℤ) : Prop :=
  ∃ θ : ℝ → ℝ, ContinuousOn θ (Icc 0 (2 * π)) ∧
    (∀ t ∈ Icc 0 (2 * π), W t = rot (θ t)) ∧ θ (2 * π) = θ 0 + m * (2 * π)

/-- A continuous deformation, for `s` from 0 to 1, through closed loops of two-band rotations. -/
def IsTwoBandDeformation (G : ℝ → ℝ → Matrix (Fin 2) (Fin 2) ℝ) : Prop :=
  ContinuousOn (fun p : ℝ × ℝ => G p.1 p.2) (Icc 0 1 ×ˢ Icc 0 (2 * π)) ∧
    (∀ s ∈ Icc (0 : ℝ) 1, ∀ t ∈ Icc 0 (2 * π), IsRotation (G s t)) ∧
    ∀ s ∈ Icc (0 : ℝ) 1, G s (2 * π) = G s 0

/-- The product of two rotations is a rotation. -/
theorem IsRotation.mul {d : ℕ} {A B : Matrix (Fin d) (Fin d) ℝ}
    (hA : IsRotation A) (hB : IsRotation B) : IsRotation (A * B) := by
  refine ⟨?_, by rw [Matrix.det_mul, hA.2, hB.2, one_mul]⟩
  rw [Matrix.transpose_mul, Matrix.mul_assoc, ← Matrix.mul_assoc Aᵀ, hA.1,
    Matrix.one_mul, hB.1]

/-- The matrices `Rz θ` and `Rx θ` are rotations. -/
theorem isRotation_axis (θ : ℝ) : IsRotation (Rz θ) ∧ IsRotation (Rx θ) := by
  have h := sin_sq_add_cos_sq θ
  refine ⟨⟨?_, ?_⟩, ⟨?_, ?_⟩⟩
  · ext i j
    fin_cases i <;> fin_cases j <;>
      simp [Rz, addTrivialBand, rot, Matrix.mul_apply, Fin.sum_univ_succ] <;> nlinarith
  · rw [Matrix.det_fin_three]
    simp [Rz, addTrivialBand, rot]
    nlinarith
  · ext i j
    fin_cases i <;> fin_cases j <;>
      simp [Rx, Matrix.mul_apply, Fin.sum_univ_succ] <;> nlinarith
  · rw [Matrix.det_fin_three]
    simp [Rx]
    nlinarith

/-- Successive rotations about the z axis add their angles. -/
theorem Rz_mul (a b : ℝ) : Rz a * Rz b = Rz (a + b) := by
  ext i j
  fin_cases i <;> fin_cases j <;>
    simp [Rz, addTrivialBand, rot, Matrix.mul_apply, Fin.sum_univ_succ, cos_add, sin_add] <;>
    ring

/-- Conjugation by a half turn about the x axis reverses a rotation about the z axis. -/
theorem half_turn_reverses (θ : ℝ) : Rx π * Rz θ * Rx (-π) = Rz (-θ) := by
  ext i j
  fin_cases i <;> fin_cases j <;>
    simp [Rx, Rz, addTrivialBand, rot, Matrix.mul_apply, Fin.sum_univ_succ]

/-- The uniformly rotating two-band loop `rot (2 * n * t)` unwinds once a trivial band is added: a
continuous family of periodic, based loops of three-band rotations joins it to the identity. -/
theorem even_winding_unwinds (n : ℤ) :
    Continuous (fun p : ℝ × ℝ => unwinding n p.1 p.2) ∧
    (∀ s t, IsRotation (unwinding n s t)) ∧
    (∀ s t, unwinding n s (t + 2 * π) = unwinding n s t) ∧
    (∀ s, unwinding n s 0 = 1) ∧
    (∀ t, unwinding n 0 t = addTrivialBand (rot (2 * n * t))) ∧
    ∀ t, unwinding n 1 t = 1 := by
  have z0 : Rz 0 = 1 := by
    ext i j
    fin_cases i <;> fin_cases j <;> simp [Rz, addTrivialBand, rot]
  have x0 : Rx 0 = 1 := by
    ext i j
    fin_cases i <;> fin_cases j <;> simp [Rx]
  refine ⟨?_, ?_, ?_, ?_, ?_, ?_⟩
  · have hz : Continuous Rz := by
      refine continuous_matrix fun i j => ?_
      fin_cases i <;> fin_cases j <;> simp [Rz, addTrivialBand, rot] <;> fun_prop
    have hx : Continuous Rx := by
      refine continuous_matrix fun i j => ?_
      fin_cases i <;> fin_cases j <;> simp [Rx] <;> fun_prop
    have ht : Continuous fun p : ℝ × ℝ => (n : ℝ) * p.2 := by fun_prop
    have hs : Continuous fun p : ℝ × ℝ => π * p.1 := by fun_prop
    unfold unwinding
    exact (((hz.comp ht).matrix_mul (hx.comp hs)).matrix_mul (hz.comp ht)).matrix_mul
      (hx.comp hs.neg)
  · intro s t
    exact (((isRotation_axis _).1.mul (isRotation_axis _).2).mul (isRotation_axis _).1).mul
      (isRotation_axis _).2
  · intro s t
    have h : Rz (n * (t + 2 * π)) = Rz (n * t) := by
      rw [mul_add]
      simp only [Rz, rot, cos_add_int_mul_two_pi, sin_add_int_mul_two_pi]
    simp only [unwinding, h]
  · intro s
    have h := sin_sq_add_cos_sq (π * s)
    rw [unwinding, mul_zero, z0, Matrix.one_mul, Matrix.mul_one]
    ext i j
    fin_cases i <;> fin_cases j <;>
      simp [Rx, Matrix.mul_apply, Fin.sum_univ_succ] <;> nlinarith
  · intro t
    rw [unwinding, mul_zero, neg_zero, x0, Matrix.mul_one, Matrix.mul_one, Rz_mul, Rz]
    congr 2
    ring
  · intro t
    -- the second factor is reversed and cancels the first
    rw [unwinding, mul_one, Matrix.mul_assoc, Matrix.mul_assoc, ← Matrix.mul_assoc (Rx π),
      half_turn_reverses, Rz_mul, add_neg_cancel, z0]

/-- A two-band rotation is fixed by its first column, which is a unit vector. -/
theorem IsRotation.two_band {A : Matrix (Fin 2) (Fin 2) ℝ} (hA : IsRotation A) :
    A 0 0 ^ 2 + A 1 0 ^ 2 = 1 ∧ A 1 1 = A 0 0 ∧ A 0 1 = -A 1 0 := by
  have h1 : A 0 0 * A 0 0 + A 1 0 * A 1 0 = 1 := by
    simpa [Matrix.mul_apply, Fin.sum_univ_two] using congrFun (congrFun hA.1 0) 0
  have h2 : A 0 0 * A 0 1 + A 1 0 * A 1 1 = 0 := by
    simpa [Matrix.mul_apply, Fin.sum_univ_two] using congrFun (congrFun hA.1 0) 1
  have h3 := hA.2
  rw [Matrix.det_fin_two] at h3
  refine ⟨by linear_combination h1, ?_, ?_⟩
  · linear_combination (-A 1 1) * h1 + A 0 0 * h3 + A 1 0 * h2
  · linear_combination (-A 0 1) * h1 + A 0 0 * h2 - A 1 0 * h3

/-- If the first columns of `V` and of a continuous closed loop `W` of two-band rotations have
positive overlap at every `t`, then `W` has the winding of `V`. -/
theorem HasWinding.of_overlap {V W : ℝ → Matrix (Fin 2) (Fin 2) ℝ} {m : ℤ}
    (hV : HasWinding V m) (hW : ContinuousOn W (Icc 0 (2 * π)))
    (hrot : ∀ t ∈ Icc 0 (2 * π), IsRotation (W t)) (hclosed : W (2 * π) = W 0)
    (hpos : ∀ t ∈ Icc 0 (2 * π), 0 < V t 0 0 * W t 0 0 + V t 1 0 * W t 1 0) :
    HasWinding W m := by
  obtain ⟨θ, hθ, hVθ, hend⟩ := hV
  have hel : ∀ i j, ContinuousOn (fun t => W t i j) (Icc 0 (2 * π)) := fun i j =>
    (continuous_id.matrix_elem i j).comp_continuousOn hW
  -- the angle between the two first columns is a continuous arcsine
  refine ⟨fun t => θ t + arcsin (cos (θ t) * W t 1 0 - sin (θ t) * W t 0 0), ?_, ?_, ?_⟩
  · exact hθ.add (continuous_arcsin.comp_continuousOn
      (((continuous_cos.comp_continuousOn hθ).mul (hel 1 0)).sub
        ((continuous_sin.comp_continuousOn hθ).mul (hel 0 0))))
  · intro t ht
    obtain ⟨hB, h11, h01⟩ := (hrot t ht).two_band
    have hA := sin_sq_add_cos_sq (θ t)
    have p : 0 < cos (θ t) * W t 0 0 + sin (θ t) * W t 1 0 := by
      simpa [hVθ t ht, rot] using hpos t ht
    have hq : 1 - (cos (θ t) * W t 1 0 - sin (θ t) * W t 0 0) ^ 2
        = (cos (θ t) * W t 0 0 + sin (θ t) * W t 1 0) ^ 2 := by
      linear_combination (-(W t 0 0 ^ 2 + W t 1 0 ^ 2)) * hA - hB
    have hs : sin (arcsin (cos (θ t) * W t 1 0 - sin (θ t) * W t 0 0))
        = cos (θ t) * W t 1 0 - sin (θ t) * W t 0 0 :=
      sin_arcsin (by nlinarith) (by nlinarith)
    have hc : cos (arcsin (cos (θ t) * W t 1 0 - sin (θ t) * W t 0 0))
        = cos (θ t) * W t 0 0 + sin (θ t) * W t 1 0 := by
      rw [cos_arcsin, hq, sqrt_sq p.le]
    have e0 : cos (θ t + arcsin (cos (θ t) * W t 1 0 - sin (θ t) * W t 0 0)) = W t 0 0 := by
      rw [cos_add, hc, hs]
      linear_combination W t 0 0 * hA
    have e1 : sin (θ t + arcsin (cos (θ t) * W t 1 0 - sin (θ t) * W t 0 0)) = W t 1 0 := by
      rw [sin_add, hc, hs]
      linear_combination W t 1 0 * hA
    calc W t = !![W t 0 0, W t 0 1; W t 1 0, W t 1 1] := Matrix.eta_fin_two _
      _ = rot (θ t + arcsin (cos (θ t) * W t 1 0 - sin (θ t) * W t 0 0)) := by
        rw [rot, e0, e1, h11, h01]
  · simp only [hend, hclosed, cos_add_int_mul_two_pi, sin_add_int_mul_two_pi]
    ring

/-- The winding of a two-band loop is conserved under every two-band deformation. -/
theorem winding_conserved {G : ℝ → ℝ → Matrix (Fin 2) (Fin 2) ℝ} {m : ℤ}
    (hG : IsTwoBandDeformation G) (h0 : HasWinding (G 0) m) : HasWinding (G 1) m := by
  obtain ⟨hcont, hrot, hclosed⟩ := hG
  have hel : ∀ i j, Continuous fun A : Matrix (Fin 2) (Fin 2) ℝ => A i j := fun i j =>
    continuous_id.matrix_elem i j
  have huc := (isCompact_Icc.prod isCompact_Icc).uniformContinuousOn_of_continuous
    (((hel 0 0).comp_continuousOn hcont).prodMk ((hel 1 0).comp_continuousOn hcont))
  obtain ⟨δ, hδ, hd⟩ := Metric.uniformContinuousOn_iff.1 huc 1 one_pos
  -- a step shorter than `δ` keeps the overlap positive
  have step : ∀ a ∈ Icc (0 : ℝ) 1, ∀ b ∈ Icc (0 : ℝ) 1, |a - b| < δ →
      HasWinding (G a) m → HasWinding (G b) m := by
    intro a ha b hb hab hw
    have hline : ContinuousOn (fun t : ℝ => (b, t)) (Icc 0 (2 * π)) := by fun_prop
    refine hw.of_overlap (hcont.comp hline fun t ht => ⟨hb, ht⟩) (hrot b hb) (hclosed b hb) ?_
    intro t ht
    have hdist : dist (a, t) (b, t) < δ := by
      simpa [Prod.dist_eq, Real.dist_eq, hδ] using hab
    have h : dist (G a t 0 0, G a t 1 0) (G b t 0 0, G b t 1 0) < 1 :=
      hd (a, t) ⟨ha, ht⟩ (b, t) ⟨hb, ht⟩ hdist
    simp only [Prod.dist_eq, max_lt_iff, Real.dist_eq, abs_lt] at h
    obtain ⟨⟨h1, h2⟩, h3, h4⟩ := h
    have ua := (hrot a ha t ht).two_band.1
    have ub := (hrot b hb t ht).two_band.1
    nlinarith [mul_pos (sub_pos.2 h1) (sub_pos.2 h2), mul_pos (sub_pos.2 h3) (sub_pos.2 h4)]
  obtain ⟨N, hN⟩ := exists_nat_one_div_lt hδ
  have hN0 : (0 : ℝ) < N + 1 := by positivity
  have key : ∀ k : ℕ, k ≤ N + 1 → HasWinding (G ((k : ℝ) / (N + 1))) m := by
    intro k
    induction k with
    | zero => intro _; simpa using h0
    | succ k ih =>
      intro hk
      have hk' : (k : ℝ) + 1 ≤ N + 1 := by exact_mod_cast hk
      refine step _ ⟨by positivity, ?_⟩ _ ⟨by positivity, ?_⟩ ?_ (ih (by omega))
      · rw [div_le_one hN0]
        linarith
      · rw [div_le_one hN0]
        push_cast
        exact hk'
      · have e : (k : ℝ) / (N + 1) - ((k + 1 : ℕ) : ℝ) / (N + 1) = -(1 / (N + 1)) := by
          push_cast
          ring
        rw [e, abs_neg, abs_of_pos (by positivity)]
        exact hN
  have hlast := key (N + 1) le_rfl
  push_cast at hlast
  rwa [div_self hN0.ne'] at hlast

/-- A two-band loop has at most one winding number. -/
theorem HasWinding.unique {W : ℝ → Matrix (Fin 2) (Fin 2) ℝ} {m m' : ℤ}
    (h : HasWinding W m) (h' : HasWinding W m') : m = m' := by
  have le : ∀ {a b : ℤ}, HasWinding W a → HasWinding W b → a ≤ b := by
    rintro a b ⟨θ, hθ, hW, he⟩ ⟨φ, hφ, hW', he'⟩
    by_contra hab
    have hab' : (b : ℝ) + 1 ≤ a := by exact_mod_cast (not_le.1 hab)
    have hpi := pi_pos
    have hl : (0 : ℝ) ∈ Icc 0 (2 * π) := ⟨le_rfl, by positivity⟩
    have hr : 2 * π ∈ Icc 0 (2 * π) := ⟨by positivity, le_rfl⟩
    have hcos : ∀ t ∈ Icc 0 (2 * π), cos (θ t - φ t) = 1 := by
      intro t ht
      have e := (hW t ht).symm.trans (hW' t ht)
      have e0 : cos (θ t) = cos (φ t) := by simpa [rot] using congrFun (congrFun e 0) 0
      have e1 : sin (θ t) = sin (φ t) := by simpa [rot] using congrFun (congrFun e 1) 0
      rw [cos_sub, e0, e1]
      linear_combination sin_sq_add_cos_sq (φ t)
    -- otherwise the difference of the two angles would pass through a half turn
    have hmem : θ 0 - φ 0 + π ∈ Icc (θ 0 - φ 0) (θ (2 * π) - φ (2 * π)) := by
      refine ⟨by linarith, ?_⟩
      rw [he, he']
      nlinarith
    obtain ⟨t, ht, hval⟩ := isPreconnected_Icc.intermediate_value hl hr (hθ.sub hφ) hmem
    have hval' : θ t - φ t = θ 0 - φ 0 + π := hval
    have hc := hcos t ht
    rw [hval', cos_add_pi, hcos 0 hl] at hc
    norm_num at hc
  exact le_antisymm (le h h') (le h' h)

/-- With two bands only, the uniformly rotating loop `rot (2 * n * t)` with `n ≠ 0` cannot be
deformed to the identity through closed loops of rotations. -/
theorem two_bands_cannot_unwind (n : ℤ) (hn : n ≠ 0) :
    ¬ ∃ G, IsTwoBandDeformation G ∧ (∀ t ∈ Icc 0 (2 * π), G 0 t = rot (2 * n * t)) ∧
      ∀ t ∈ Icc 0 (2 * π), G 1 t = 1 := by
  rintro ⟨G, hG, h0, h1⟩
  have w0 : HasWinding (G 0) (2 * n) :=
    ⟨fun t => 2 * n * t, by fun_prop, h0, by push_cast; ring⟩
  have w1 : HasWinding (G 1) 0 := by
    refine ⟨fun _ => 0, continuousOn_const, fun t ht => ?_, by simp⟩
    rw [h1 t ht]
    simp [rot, Matrix.one_fin_two]
  have := (winding_conserved hG w0).unique w1
  omega

end

end FragileEulerWinding
```

```lean
#print axioms FragileEulerWinding.even_winding_unwinds
#print axioms FragileEulerWinding.two_bands_cannot_unwind
```

```
'FragileEulerWinding.even_winding_unwinds' depends on axioms: [propext, Classical.choice, Quot.sound]
'FragileEulerWinding.two_bands_cannot_unwind' depends on axioms: [propext, Classical.choice, Quot.sound]
```

## Real loop matrices and their winding

Let t be the momentum transverse to the Wilson loop, s a deformation parameter and n an integer. The three-band path is

F(s,t) = R_z(nt) R_x(πs) R_z(nt) R_x(−πs),

written `unwinding n s t`. The theorem `even_winding_unwinds` states that F is jointly continuous, is always a rotation, has period 2π in t and equals 1 at t = 0. At s = 0 it is the two-band rotation by 2nt beside a trivial band; at s = 1 it is the identity for every t.

`IsRotation` requires AᵀA = 1 and det A = 1. Real matrices stand for bands with a reality condition, such as C₂T symmetry with square +1, in a real frame that is continuous and periodic in t. Determinant one expresses a consistent orientation. `addTrivialBand` adds a decoupled band whose Wannier centre stays at 0.

`HasWinding W m` says that W is `rot` of a continuous angle growing by 2πm over [0, 2π]. For two bands this integer is the Euler winding, with a sign set by the orientation. `IsTwoBandDeformation` requires joint continuity and a closed loop at each s, but lets the matrix at t = 0 move. Even with that freedom, `two_bands_cannot_unwind` excludes a path from `rot (2 * n * t)` to the identity when n ≠ 0.

For non-interacting bands, this is fragile topology at the level of loop matrices; a path of gapped Hamiltonians producing them would need its own construction.

## A half turn cancels the winding

Products of rotations are rotations, and angles about z add. Hence

F(0,t) = R_z(nt) R_z(nt) = R_z(2nt).

At t = 0 the two x rotations cancel. Raising t by 2π adds 2πn to the z angle, which changes nothing. For s = 1, R_x(π) = R_x(−π) = diag(1, −1, −1), and conjugation by it flips the sign of sin θ in R_z(θ):

R_x(π) R_z(θ) R_x(−π) = R_z(−θ)
F(1,t) = R_z(nt) R_z(−nt) = 1.

`Rz_mul` and `half_turn_reverses` prove the two matrix identities entry by entry, and the main theorem combines them.

## Two bands keep their winding

By `IsRotation.two_band`, a two-band rotation W is fixed by its first column (a, b), with a² + b² = 1. Let W now run through a continuous closed loop as t varies, let V be a closed loop with continuous angle θ, and set

p = a cos θ + b sin θ
q = b cos θ − a sin θ.

Then p² + q² = 1, and p is the overlap of the first columns of V and W. If p > 0 at every t, β = arcsin q is continuous with sin β = q and cos β = p, so W = rot(θ + β). Both loops close, so β returns to its initial value and W has the winding of V. This is `HasWinding.of_overlap`.

In `winding_conserved`, uniform continuity supplies steps in s so short that each entry of the first column changes by less than 1. For the unit columns u and v before and after a step,

u·v = 1 − |u − v|²/2 > 0.

Induction over finitely many steps carries the winding from s = 0 to s = 1.

The winding is also unique. Two angles θ and φ for the same loop satisfy cos(θ − φ) = 1 throughout. If their windings differed, the intermediate value theorem would give a point where θ − φ had moved by π from its initial value, and the cosine there would be −1. A deformation to the identity would therefore force 2n = 0.

## The path in a Wilson loop code

A code can multiply overlap matrices of neighbouring Bloch states around the loop, restore unitarity and divide the eigenvalue phases by 2π to obtain the centres. Merely appending the trivial band adds a flat line at 0 and leaves the winding visible; the bands must mix. For n = 1 the path gives a simple check at t = π:

F(s,π) = R_x(−2πs).

The centres there are 0 and ±s modulo 1, so the triple crossing present at s = 0 splits as soon as the mixing begins.
